# Linearised augmented waves: a nonzero regular radial solution and its energy-derivative partner match any value and slope uniquely

Take a sphere of radius $R=\pi$ and the functions $u=\sin r$, $v=r\cos r$ of the radial coordinate $r$. They obey $u''=-u$ and $v''=-v-2u$ and vanish at $r=0$. At the boundary $u=0$, $u'=-1$, $v=-\pi$, $v'=-1$. Requiring $au+bv$ to have value $A$ and slope $B$ there gives $-\pi b=A$ and $-a-b=B$, so $b=-A/\pi$ and $a=A/\pi-B$. The system is solvable although $u(R)=0$, since its determinant $uv'-u'v$ equals $-\pi$. Scaling both functions by $\sqrt{2/\pi}$ normalises $u$ and makes the determinant $-2$.

## The Wronskian and the coefficients

In Hartree atomic units, with $V(r)$ the spherical potential including the centrifugal term and $e$ the linearisation energy, let
$$u''=2(V-e)u,\qquad v''=2(V-e)v-2u,\qquad u(0)=v(0)=0 .$$
The second equation is the first differentiated with respect to $e$. The boundary condition says that $u$ and $v$ are $r$ times radial functions finite at the nucleus. If both have continuous slopes on $[0,R]$ and $u\not\equiv0$ there, the Wronskian $W=uv'-u'v$ satisfies $W(R)<0$, and the only matching coefficients are
$$a=\frac{v'A-vB}{W},\qquad b=\frac{uB-u'A}{W},$$
everything evaluated at $R$.

## Matching plane waves at the sphere

A non-relativistic LAPW code with a spherical potential solves this $2\times2$ system for each atom, angular momentum $l$ and plane wave of wavenumber $q$. There $A$ and $B$ are the value and slope of $r\,j_l(qr)$ at $R$, with $j_l$ the spherical Bessel function, times a complex angular and phase factor, while $W(R)$ is fixed by $u$ and $v$ and does not depend on the plane wave. Orthogonalising $v$ against $u$ adds a multiple of $u$, which preserves the equations and $W$. Integrating $W'=-2u^2$ gives $W(R)=-2\int_0^R u^2\,dr$, so a normalised $u$ should return $-2$, a cheap check on the radial integrator.

## Sign of $W(R)$ and Cramer's rule

For $0<r<R$,
$$W'=u'v'+uv''-u''v-u'v'=u\,[2(V-e)v-2u]-2(V-e)uv=-2u^2 .$$
Also $W(0)=0$, and $W'\le0$ makes $W$ non-increasing, so $0\ge W(r)\ge W(R)$ on $[0,R]$. If $W(R)\ge0$, then $W\equiv0$, so $-2u^2=W'=0$ inside and, by continuity, $u=0$ on the closed interval. This contradicts $u\not\equiv0$, hence $W(R)<0$.

The matching equations at $R$ are $ua+vb=A$ and $u'a+v'b=B$. Multiplying the first by $v'$, the second by $v$ and subtracting gives $Wa=v'A-vB$. Multiplying the second by $u$, the first by $u'$ and subtracting gives $Wb=uB-u'A$. Dividing by $W$ gives uniqueness; substituting back, the value is $(uv'-u'v)A/W=A$ and the slope $(uv'-u'v)B/W=B$.

```lean
import Mathlib

open Set

namespace LinearisedAugmentedWave

noncomputable section

/-- `f` vanishes at the origin, has the continuous slope `f'` on `[0, R]`, and solves the
radial equation `f'' = 2 (V - e) f + s` with source `s` inside the sphere. -/
structure RadialSolution (R : ℝ) (V : ℝ → ℝ) (e : ℝ) (s f f' : ℝ → ℝ) : Prop where
  origin : f 0 = 0
  hasSlope : ∀ r ∈ Icc 0 R, HasDerivWithinAt f (f' r) (Icc 0 R) r
  slopeCont : ContinuousOn f' (Icc 0 R)
  ode : ∀ r ∈ Ioo 0 R, HasDerivAt f' (2 * (V r - e) * f r + s r) r

/-- The Wronskian `u v' - u' v` of two radial functions. -/
def wronskian (u u' v v' : ℝ → ℝ) (r : ℝ) : ℝ := u r * v' r - u' r * v r

variable {E : Type*} [NormedAddCommGroup E] [NormedSpace ℝ E]

/-- The linearised radial function `a u + b v`, with coefficients in a real normed space. -/
def mixture (u v : ℝ → ℝ) (a b : E) (r : ℝ) : E := u r • a + v r • b

/-- `f` has value `A` and slope `B`, taken from inside the sphere, at the radius `R`. -/
def Matches (R : ℝ) (f : ℝ → E) (A B : E) : Prop :=
  f R = A ∧ HasDerivWithinAt f B (Icc 0 R) R

variable {R e : ℝ} {V u u' v v' : ℝ → ℝ}

/-- Inside the sphere the Wronskian of `u` and `v` has derivative `-2 u²`. -/
theorem wronskian_hasDerivAt (hu : RadialSolution R V e (fun _ => 0) u u')
    (hv : RadialSolution R V e (fun r => -2 * u r) v v') {r : ℝ} (hr : r ∈ Ioo 0 R) :
    HasDerivAt (wronskian u u' v v') (-2 * u r ^ 2) r := by
  have h1 : HasDerivAt u (u' r) r :=
    (hu.hasSlope r (Ioo_subset_Icc_self hr)).hasDerivAt (Icc_mem_nhds hr.1 hr.2)
  have h2 : HasDerivAt v (v' r) r :=
    (hv.hasSlope r (Ioo_subset_Icc_self hr)).hasDerivAt (Icc_mem_nhds hr.1 hr.2)
  have h3 : HasDerivAt u' (2 * (V r - e) * u r + 0) r := hu.ode r hr
  have h4 : HasDerivAt v' (2 * (V r - e) * v r + -2 * u r) r := hv.ode r hr
  -- the potential terms cancel and only the source survives
  exact ((h1.fun_mul h4).fun_sub (h3.fun_mul h2)).congr_deriv (by ring)

/-- A function that vanishes at the origin but not everywhere on `[0, R]` forces `0 < R`. -/
theorem radius_pos (h0 : u 0 = 0) (hne : ∃ r ∈ Icc 0 R, u r ≠ 0) : 0 < R := by
  obtain ⟨r, hr, hur⟩ := hne
  rcases hr.1.eq_or_lt with h | h
  · exact absurd (h ▸ h0) hur
  · exact h.trans_le hr.2

/-- If `u` is not identically zero, the Wronskian at the sphere radius is strictly negative. -/
theorem wronskian_neg (hu : RadialSolution R V e (fun _ => 0) u u')
    (hv : RadialSolution R V e (fun r => -2 * u r) v v')
    (hne : ∃ r ∈ Icc 0 R, u r ≠ 0) : wronskian u u' v v' R < 0 := by
  have hR : 0 < R := radius_pos hu.origin hne
  have cu : ContinuousOn u (Icc 0 R) := fun r hr => (hu.hasSlope r hr).continuousWithinAt
  have cv : ContinuousOn v (Icc 0 R) := fun r hr => (hv.hasSlope r hr).continuousWithinAt
  have cW : ContinuousOn (wronskian u u' v v') (Icc 0 R) :=
    (cu.mul hv.slopeCont).sub (hu.slopeCont.mul cv)
  -- the Wronskian starts at zero and never increases
  have hW0 : wronskian u u' v v' 0 = 0 := by simp [wronskian, hu.origin, hv.origin]
  have anti : AntitoneOn (wronskian u u' v v') (Icc 0 R) := by
    apply antitoneOn_of_deriv_nonpos (convex_Icc 0 R) cW
    · intro r hr
      rw [interior_Icc] at hr
      exact (wronskian_hasDerivAt hu hv hr).differentiableAt.differentiableWithinAt
    · intro r hr
      rw [interior_Icc] at hr
      rw [(wronskian_hasDerivAt hu hv hr).deriv]
      nlinarith [sq_nonneg (u r)]
  by_contra hcon
  have hge : 0 ≤ wronskian u u' v v' R := not_lt.mp hcon
  -- otherwise it vanishes throughout, and so does its derivative `-2 u²`
  have hzero : ∀ r ∈ Icc 0 R, wronskian u u' v v' r = 0 := by
    intro r hr
    have h1 := anti (left_mem_Icc.mpr hR.le) hr hr.1
    have h2 := anti hr (right_mem_Icc.mpr hR.le) hr.2
    linarith
  have hin : EqOn u (fun _ => 0) (Ioo 0 R) := by
    intro r hr
    have hev : wronskian u u' v v' =ᶠ[nhds r] fun _ => (0 : ℝ) := by
      filter_upwards [Icc_mem_nhds hr.1 hr.2] with x hx using hzero x hx
    have hd : HasDerivAt (wronskian u u' v v') 0 r :=
      (hasDerivAt_const r (0 : ℝ)).congr_of_eventuallyEq hev
    have h := (wronskian_hasDerivAt hu hv hr).unique hd
    have h2 : u r ^ 2 = 0 := by linarith
    exact pow_eq_zero_iff (two_ne_zero) |>.mp h2
  have hall : EqOn u (fun _ => 0) (Icc 0 R) :=
    hin.of_subset_closure cu continuousOn_const Ioo_subset_Icc_self
      (by rw [closure_Ioo hR.ne])
  obtain ⟨r, hr, hur⟩ := hne
  exact hur (hall hr)

/-- The two linear matching equations, with `w` the inverse of their determinant, hold
exactly for the coefficients given by Cramer's rule. -/
theorem cramer_matching {x x' y y' w : ℝ} (hw : w * (x * y' - x' * y) = 1) (a b A B : E) :
    (x • a + y • b = A ∧ x' • a + y' • b = B) ↔
      (a = w • (y' • A - y • B) ∧ b = w • (x • B - x' • A)) := by
  have one : ∀ z : E, z = (w * (x * y' - x' * y)) • z := fun z => by rw [hw, one_smul]
  constructor
  · rintro ⟨rfl, rfl⟩
    exact ⟨(one a).trans (by module), (one b).trans (by module)⟩
  · rintro ⟨rfl, rfl⟩
    exact ⟨((one A).trans (by module)).symm, ((one B).trans (by module)).symm⟩

/-- The mixture `a u + b v` has value `A` and slope `B` at `R` exactly when
`a = (v' A - v B) / W` and `b = (u B - u' A) / W`, with `W` the Wronskian at `R`. -/
theorem matches_iff (hu : RadialSolution R V e (fun _ => 0) u u')
    (hv : RadialSolution R V e (fun r => -2 * u r) v v')
    (hne : ∃ r ∈ Icc 0 R, u r ≠ 0) (a b A B : E) :
    Matches R (mixture u v a b) A B ↔
      (a = (wronskian u u' v v' R)⁻¹ • (v' R • A - v R • B) ∧
        b = (wronskian u u' v v' R)⁻¹ • (u R • B - u' R • A)) := by
  have hR : 0 < R := radius_pos hu.origin hne
  have hm : R ∈ Icc 0 R := right_mem_Icc.mpr hR.le
  have hw : (wronskian u u' v v' R)⁻¹ * (u R * v' R - u' R * v R) = 1 :=
    inv_mul_cancel₀ (wronskian_neg hu hv hne).ne
  have hd : HasDerivWithinAt (mixture u v a b) (u' R • a + v' R • b) (Icc 0 R) R :=
    ((hu.hasSlope R hm).smul_const a).add ((hv.hasSlope R hm).smul_const b)
  rw [← cramer_matching hw]
  constructor
  · rintro ⟨h1, h2⟩
    -- the one-sided slope at `R` is unique
    exact ⟨h1, (uniqueDiffOn_Icc hR R hm).eq_deriv _ hd h2⟩
  · rintro ⟨h1, h2⟩
    exact ⟨h1, h2 ▸ hd⟩

/-- If `u` is not identically zero, then for any value `A` and slope `B` exactly one
mixture `a u + b v` has value `A` and slope `B` at the sphere radius. -/
theorem existsUnique_matching (hu : RadialSolution R V e (fun _ => 0) u u')
    (hv : RadialSolution R V e (fun r => -2 * u r) v v')
    (hne : ∃ r ∈ Icc 0 R, u r ≠ 0) (A B : E) :
    ∃! p : E × E, Matches R (mixture u v p.1 p.2) A B := by
  refine ⟨((wronskian u u' v v' R)⁻¹ • (v' R • A - v R • B),
    (wronskian u u' v v' R)⁻¹ • (u R • B - u' R • A)), ?_, ?_⟩
  · exact (matches_iff hu hv hne _ _ A B).mpr ⟨rfl, rfl⟩
  · intro p hp
    obtain ⟨h1, h2⟩ := (matches_iff hu hv hne _ _ A B).mp hp
    exact Prod.ext h1 h2

/-- For real coefficients, every value and slope is matched by exactly one mixture if and
only if `u` is not identically zero on `[0, R]`. -/
theorem existsUnique_matching_iff (hR : 0 ≤ R)
    (hu : RadialSolution R V e (fun _ => 0) u u')
    (hv : RadialSolution R V e (fun r => -2 * u r) v v') :
    (∀ A B : ℝ, ∃! p : ℝ × ℝ, Matches R (mixture u v p.1 p.2) A B) ↔
      ∃ r ∈ Icc 0 R, u r ≠ 0 := by
  refine ⟨fun h => ?_, fun hne A B => existsUnique_matching hu hv hne A B⟩
  by_contra hcon
  have hz : ∀ r ∈ Icc 0 R, u r = 0 := fun r hr => by
    by_contra hur
    exact hcon ⟨r, hr, hur⟩
  have hm : R ∈ Icc 0 R := right_mem_Icc.mpr hR
  -- with `u = 0` every multiple of `u` has value and slope zero
  have key : ∀ a : ℝ, Matches R (mixture u v a (0 : ℝ)) 0 0 := by
    intro a
    have hf : ∀ r ∈ Icc 0 R, mixture u v a (0 : ℝ) r = 0 := fun r hr => by
      simp [mixture, hz r hr]
    exact ⟨hf R hm, (hasDerivWithinAt_const R (Icc 0 R) (0 : ℝ)).congr hf (hf R hm)⟩
  have h01 : ((0, 0) : ℝ × ℝ) = (1, 0) := (h 0 0).unique (key 0) (key 1)
  simp at h01

/-- For `V = 0`, `e = 1/2` and `R = π`, the pair `u = sin r`, `v = r cos r` solves the two
radial equations; `u` is nonzero at `π/2` and vanishes at `R`. -/
theorem radialSolution_witness :
    RadialSolution Real.pi (fun _ => 0) (1 / 2) (fun _ => 0) Real.sin Real.cos ∧
      RadialSolution Real.pi (fun _ => 0) (1 / 2) (fun r => -2 * Real.sin r)
        (fun r => r * Real.cos r) (fun r => Real.cos r - r * Real.sin r) ∧
      Real.pi / 2 ∈ Icc 0 Real.pi ∧ Real.sin (Real.pi / 2) ≠ 0 ∧ Real.sin Real.pi = 0 := by
  refine ⟨⟨Real.sin_zero, fun r _ => (Real.hasDerivAt_sin r).hasDerivWithinAt,
    Real.continuous_cos.continuousOn, fun r _ => ?_⟩,
    ⟨by simp, fun r _ => ?_, by fun_prop, fun r _ => ?_⟩,
    ⟨by linarith [Real.pi_pos], by linarith [Real.pi_pos]⟩, by simp, Real.sin_pi⟩
  · exact (Real.hasDerivAt_cos r).congr_deriv (by ring1)
  · have h : HasDerivAt (fun r => r * Real.cos r) (Real.cos r - r * Real.sin r) r :=
      ((hasDerivAt_id' r).fun_mul (Real.hasDerivAt_cos r)).congr_deriv (by ring1)
    exact h.hasDerivWithinAt
  · exact ((Real.hasDerivAt_cos r).fun_sub
      ((hasDerivAt_id' r).fun_mul (Real.hasDerivAt_sin r))).congr_deriv (by ring1)

end

end LinearisedAugmentedWave
```

```lean
#print axioms LinearisedAugmentedWave.existsUnique_matching_iff
```

```
'LinearisedAugmentedWave.existsUnique_matching_iff' depends on axioms: [propext, Classical.choice, Quot.sound]
```

## Lean objects and proof steps

`RadialSolution R V e s f f'` says that `f` vanishes at the origin, has slope `f'` within `Icc 0 R` (one-sided at the ends), that `f'` is continuous there, and that $f''=2(V-e)f+s$ on the open interval. This is weaker than $C^2$ on $[0,R]$. `V` is an arbitrary real function used only inside, so centrifugal and Coulomb singularities at the origin are admitted. The hypotheses `hu` and `hv` take the sources $s=0$ and $s=-2u$, and `hne` is $u\not\equiv0$. The functions $u,v$ are real, while $a,b,A,B$ lie in any real normed space `E`, such as $\mathbb R$ or $\mathbb C$. `Matches` fixes the value at $R$ and the slope from inside. `existsUnique_matching` states that exactly one pair $(a,b)$ matches, and `matches_iff` identifies it.

`wronskian_hasDerivAt` is the product rule, with `ring` cancelling the potential terms. `radius_pos` obtains $R>0$ from $u(0)=0$ and `hne`. In `wronskian_neg`, `anti` is the monotonicity, `hzero` the squeeze between $W(0)$ and $W(R)$, `hin` compares the derivative $-2u^2$ with that of a locally zero function, and `hall` extends $u=0$ to the endpoints; no integral appears. `cramer_matching` performs both eliminations in `E` through `module`, given the inverse determinant `w`. `matches_iff` differentiates the mixture and uses `uniqueDiffOn_Icc` to identify that slope with $B$. `radialSolution_witness` verifies that the opening pair, at $V=0$ and $e=1/2$, meets the hypotheses with $u(R)=0$.

## Failure cases and limits

For real coefficients and $R\ge0$, `existsUnique_matching_iff` shows that unique matching for all $A,B$ holds exactly when $u\not\equiv0$. Otherwise $(a,b)=(0,0)$ and $(1,0)$ both match $A=B=0$, as `key` records; at $R=0$ both sides are false. Without $v(0)=0$, take $u=\sin r$ and $v=(r-\pi)\cos r$, which still solves $v''=-v-2u$. Now $W(0)=\pi$ and $W(\pi)=0$, both functions vanish at $R=\pi$, and no mixture reaches $A\ne0$. This example, the numerical values of $W$, the integral formula and the orthogonalisation remark are ordinary calculus with no theorem in the file behind them.

The existence of $u$ and $v$ is assumed, and $v$ enters only through its differential equation and boundary behaviour, not as an actual derivative in $e$. The inequality $W(R)<0$ is strict but unquantified, so it does not bound the condition number of the system. Radial grids, rounding, relativistic radial equations, non-spherical potentials and the accuracy of the linearisation at energies away from $e$ are not treated.
